# Keeping one factor of the MP2 integrals can create same-spin correlation that the full integrals lack

**Q:** Two electrons of equal spin sit in two degenerate occupied orbitals, with two degenerate virtual orbitals above them. Suppose the direct and exchange integrals cancel in every double excitation, so that second-order perturbation theory gives no same-spin correlation. Now I factorize the integrals and discard some factors. I would expect to lose correlation, since what I discard is positive semidefinite. You say that same-spin correlation can appear from nothing. How?

**A:** The expectation holds for quadratic forms, but the same-spin term depends on a difference of integrals. Write $V_{iajb}=(ia|jb)$ for real orbitals, with $i,j$ occupied and $a,b$ virtual. The same-spin sum is
$$S[V]=\sum_{ijab}\frac{(V_{iajb}-V_{ibja})^2}{e_a+e_b-e_i-e_j}.$$
Truncation can spoil the cancellation in the numerator even when the discarded part is positive semidefinite.

**Q:** Show me by hand.

**A:** Take a real matrix $L_{ia}$, set $c=\sum_{ia}L_{ia}^2$, and define
$$V_{iajb}=c\,\delta_{ij}\delta_{ab},\qquad W_{iajb}=L_{ia}L_{jb}.$$
For any real pair amplitude $x_{ia}$,
$$x^{T}Wx=\Big(\sum_{ia}L_{ia}x_{ia}\Big)^2\ge 0,\qquad x^{T}(V-W)x=c\sum_{ia}x_{ia}^2-\Big(\sum_{ia}L_{ia}x_{ia}\Big)^2\ge 0,$$
the second by Cauchy-Schwarz. Both matrices are symmetric, so $W$ and $V-W$ are positive semidefinite, and so is their sum $V$.

Exchanging $a$ and $b$ leaves $\delta_{ij}\delta_{ab}$ unchanged, hence $S[V]=0$. For $W$ the numerator contains
$$W_{iajb}-W_{ibja}=L_{ia}L_{jb}-L_{ib}L_{ja}.$$
This vanishes if $i=j$ or $a=b$. With orbitals labelled 0 and 1 in each space, four terms remain:

- $(i,j,a,b)=(0,1,0,1)$ and $(1,0,1,0)$ give $+\det L$;
- $(0,1,1,0)$ and $(1,0,0,1)$ give $-\det L$.

If all gaps equal $D>0$, then $S[W]=4(\det L)^2/D$, which is positive exactly when $\det L\neq 0$.

**Q:** Your $V$ is built from $L$. Isn't the truncation arranged backwards?

**A:** $V$ depends on $L$ only through the number $c$. Fix $c>0$ first, so that $V=c\,\mathbb 1$, and choose any $L$ whose squared entries sum to $c$. Then $L$ is an eigenvector of $V$ with eigenvalue $c$. Complete it to an orthogonal basis of eigenvectors: $W$ is the term of the spectral decomposition that belongs to $L$, and the remainder $V-W$ carries the other eigenvectors. All of them have the same eigenvalue $c$, so a cutoff on the size of the eigenvalues would not separate them. The factor to keep is chosen by hand here, to show what a positive semidefinite remainder allows.

**Q:** Numbers, please.

**A:** In arbitrary energy units, let $D=2$ and
$$L=\begin{pmatrix}2&1\\1&1\end{pmatrix},\qquad \det L=1,\qquad c=4+1+1+1=7.$$
The full integrals are $7$ on the diagonal and zero elsewhere. After truncation, $W_{0011}=L_{00}L_{11}=2$ and $W_{0110}=L_{01}L_{10}=1$. Their difference is $1$, where the full integrals give $0-0$. Four squares of $\pm1$ divided by $2$ give $S[W]=2$, against $S[V]=0$.

**Q:** Now the formal version. What are the orbitals there?

**A:** They are labels. The types `o` and `v` are finite sets of occupied and virtual orbitals, and an integral matrix is a real matrix indexed by pairs in `o × v`.

In Lean 4 with Mathlib:

```lean
import Mathlib

open Matrix

namespace SpuriousSameSpinMP2

noncomputable section

variable {o v : Type*} [Fintype o] [Fintype v]
```

The gap comes from orbital energies, so the denominators cannot be chosen independently of one another.

```lean
/-- The MP2 gap `e_a + e_b - e_i - e_j` of a double excitation from occupied orbitals `i, j`
to virtual orbitals `a, b`. -/
def gap (eo : o → ℝ) (ev : v → ℝ) (i j : o) (a b : v) : ℝ :=
  ev a + ev b - eo i - eo j
```

**Q:** And the correlation energy?

**A:** The file defines the sum without the prefactor. For one spin species the MP2 energy contribution is $-\tfrac14$ of it, so a positive sum lowers the energy, and the lowering is spurious when the full integrals give zero. All four indices run freely, and each double excitation from two different occupied to two different virtual orbitals is counted four times, which is what the $\tfrac14$ compensates.

```lean
/-- The same-spin MP2 sum of `(V_iajb - V_ibja)² / (e_a + e_b - e_i - e_j)` over all orbitals,
meant for nonzero gaps. -/
def sameSpinSum (eo : o → ℝ) (ev : v → ℝ) (V : Matrix (o × v) (o × v) ℝ) : ℝ :=
  ∑ i, ∑ j, ∑ a, ∑ b, (V (i, a) (j, b) - V (i, b) (j, a)) ^ 2 / gap eo ev i j a b
```

**Q:** Which objects are $W$ and $V$?

**A:** `oneFactor L` is $W$. The entry at pairs `p` and `q` is the product of the two entries of `L`.

```lean
/-- The integrals `W_iajb = L_ia L_jb` built from a single factor `L`. -/
def oneFactor (L : Matrix o v ℝ) : Matrix (o × v) (o × v) ℝ :=
  Matrix.of fun p q => L p.1 p.2 * L q.1 q.2
```

`fullIntegrals L` is $V$, a diagonal matrix with the constant $c$ on the diagonal.

```lean
/-- The integrals `V_iajb = c δ_ij δ_ab`, where `c` is the sum of the squares of the
entries of `L`. -/
def fullIntegrals [DecidableEq o] [DecidableEq v] (L : Matrix o v ℝ) :
    Matrix (o × v) (o × v) ℝ :=
  Matrix.diagonal fun _ => ∑ p : o × v, L p.1 p.2 ^ 2
```

**Q:** Do such integrals belong to a molecule?

**A:** That is left open. Positive semidefiniteness is the property that Coulomb integrals have because the repulsion $1/r$ is a positive definite kernel (positive values alone would not suffice), and the model keeps it. But the file exhibits no spatial orbitals whose Coulomb integrals equal $c\,\delta_{ij}\delta_{ab}$. Physically, this $V$ describes pair densities that repel themselves equally and do not interact with one another.

**Q:** Then take me through the proof. Where is the perfect square?

**A:** Here. The square is expanded as a double sum by `Finset.sum_mul_sum`, the matrix products are unfolded, and the two sides are compared term by term.

```lean
/-- The quadratic form of the one-factor integrals is the square of the overlap of the
pair amplitude `x` with the factor `L`. -/
theorem oneFactor_quadratic (L : Matrix o v ℝ) (x : o × v → ℝ) :
    x ⬝ᵥ (oneFactor L *ᵥ x) = (∑ p : o × v, L p.1 p.2 * x p) ^ 2 := by
  rw [sq, Finset.sum_mul_sum]
  simp only [dotProduct, Matrix.mulVec, oneFactor, Matrix.of_apply, Finset.mul_sum]
  refine Finset.sum_congr rfl fun p _ => Finset.sum_congr rfl fun q _ => ?_
  ring
```

For real matrices `PosSemidef` means symmetric with a nonnegative quadratic form. Symmetry of $W$ is commutativity of multiplication, and nonnegativity is `sq_nonneg` applied to the square just found.

```lean
/-- Integrals built from a single real factor are positive semidefinite. -/
theorem oneFactor_posSemidef (L : Matrix o v ℝ) : (oneFactor L).PosSemidef := by
  refine Matrix.PosSemidef.of_dotProduct_mulVec_nonneg
    (Matrix.IsHermitian.ext fun p q => by simp [oneFactor, mul_comm]) fun x => ?_
  rw [star_trivial, oneFactor_quadratic]
  exact sq_nonneg _
```

**Q:** And the discarded part?

**A:** The intermediate statement `hV` evaluates the quadratic form of $V$ as $c\sum x_{ia}^2$. After subtracting the form of $W$, what is left is Cauchy-Schwarz, supplied by `Finset.sum_mul_sq_le_sq_mul_sq`. This works for any finite numbers of orbitals.

```lean
/-- The remainder left after keeping only the factor `L` of the full integrals is
positive semidefinite. -/
theorem remainder_posSemidef [DecidableEq o] [DecidableEq v] (L : Matrix o v ℝ) :
    (fullIntegrals L - oneFactor L).PosSemidef := by
  refine Matrix.PosSemidef.of_dotProduct_mulVec_nonneg
    ((Matrix.isHermitian_diagonal _).sub (oneFactor_posSemidef L).1) fun x => ?_
  have hV : x ⬝ᵥ (fullIntegrals L *ᵥ x) =
      (∑ p : o × v, L p.1 p.2 ^ 2) * ∑ p, x p ^ 2 := by
    simp only [dotProduct, fullIntegrals, Matrix.mulVec_diagonal]
    rw [Finset.mul_sum]
    refine Finset.sum_congr rfl fun p _ => ?_
    ring
  rw [star_trivial, Matrix.sub_mulVec, dotProduct_sub, hV, oneFactor_quadratic]
  -- what remains is the Cauchy-Schwarz inequality
  exact sub_nonneg.mpr
    (Finset.sum_mul_sq_le_sq_mul_sq Finset.univ (fun p : o × v => L p.1 p.2) x)
```

**Q:** Does the vanishing of $S[V]$ need the equal gaps?

**A:** No. Every numerator is zero, so the orbital energies play no part. The proof first establishes the exchange symmetry `hx`. If $a=b$ the two integrals are the same entry, and if $a\neq b$ both are off-diagonal and vanish. Then each term of the sum is zero.

```lean
/-- The full integrals have no same-spin MP2 correlation, for any number of orbitals. -/
theorem sameSpinSum_fullIntegrals [DecidableEq o] [DecidableEq v]
    (eo : o → ℝ) (ev : v → ℝ) (L : Matrix o v ℝ) :
    sameSpinSum eo ev (fullIntegrals L) = 0 := by
  -- exchanging the two virtual labels leaves every integral unchanged
  have hx : ∀ i j a b,
      fullIntegrals L (i, a) (j, b) = fullIntegrals L (i, b) (j, a) := by
    intro i j a b
    by_cases hab : a = b
    · subst hab
      rfl
    · simp [fullIntegrals, hab, Ne.symm hab]
  unfold sameSpinSum
  refine Finset.sum_eq_zero fun i _ => Finset.sum_eq_zero fun j _ =>
    Finset.sum_eq_zero fun a _ => Finset.sum_eq_zero fun b _ => ?_
  rw [hx i j a b, sub_self]
  simp
```

**Q:** So the equal gaps enter with $W$.

**A:** Yes, together with the restriction to two occupied and two virtual orbitals, written `Fin 2`. The hypothesis `hgap` says that every gap equals $D$. Because gaps are built from orbital energies, this forces both occupied levels to coincide and both virtual levels to coincide: it is the degenerate situation you began with. It gives the sum a closed form. For the sign alone, the hand argument would go through with any positive gaps.

The theorem states the value multiplied by $D$. The proof writes out the sixteen terms and the $2\times2$ determinant, and `ring` confirms the identity that we obtained from the four surviving terms.

```lean
/-- For two occupied and two virtual orbitals with all gaps equal to `D > 0`, the same-spin
sum of the one-factor integrals, multiplied by `D`, is `4 (det L)²`. -/
theorem sameSpinSum_oneFactor {eo ev : Fin 2 → ℝ} {D : ℝ} (hD : 0 < D)
    (hgap : ∀ i j a b, gap eo ev i j a b = D) (L : Matrix (Fin 2) (Fin 2) ℝ) :
    D * sameSpinSum eo ev (oneFactor L) = 4 * L.det ^ 2 := by
  have hD' : D ≠ 0 := hD.ne'
  -- the four antisymmetrized integrals with `i ≠ j` and `a ≠ b` are `± det L`, the rest vanish
  have h : sameSpinSum eo ev (oneFactor L) = 4 * L.det ^ 2 / D := by
    simp only [sameSpinSum, hgap, Fin.sum_univ_two, oneFactor, Matrix.of_apply,
      Matrix.det_fin_two]
    ring
  rw [h]
  field_simp
```

**Q:** What does the main theorem say, in words?

**A:** Let two occupied and two virtual orbitals have all gaps equal to $D>0$, and let $L$ be a real matrix with nonzero determinant. Then $V$, $W$ and $V-W$ are positive semidefinite, the same-spin sum of $V$ is zero, and that of $W$ is positive.

The condition `hL` requires the retained factor to involve more than a single product of an occupied and a virtual vector. If $L_{ia}=u_iw_a$, the determinant vanishes and so does the spurious sum.

In the proof, positivity of $V$ follows by adding $W$ back to the remainder. The sign of $S[W]$ follows from the previous theorem: $D\,S[W]=4(\det L)^2$ is positive, and $D$ is positive.

```lean
/-- Spurious same-spin correlation: for two occupied and two virtual orbitals with all gaps
equal to `D > 0` and a factor with `det L ≠ 0`, the full integrals `V`, the truncated integrals
`W` and `V - W` are positive semidefinite, and the same-spin sum is zero for `V` but positive
for `W`. -/
theorem truncation_creates_sameSpin {eo ev : Fin 2 → ℝ} {D : ℝ} (hD : 0 < D)
    (hgap : ∀ i j a b, gap eo ev i j a b = D)
    (L : Matrix (Fin 2) (Fin 2) ℝ) (hL : L.det ≠ 0) :
    (fullIntegrals L).PosSemidef ∧ (oneFactor L).PosSemidef ∧
      (fullIntegrals L - oneFactor L).PosSemidef ∧
      sameSpinSum eo ev (fullIntegrals L) = 0 ∧
      0 < sameSpinSum eo ev (oneFactor L) := by
  refine ⟨?_, oneFactor_posSemidef L, remainder_posSemidef L,
    sameSpinSum_fullIntegrals eo ev L, ?_⟩
  · -- the full integrals are the remainder plus the retained factor
    have h := (remainder_posSemidef L).add (oneFactor_posSemidef L)
    rwa [sub_add_cancel] at h
  · have hpos : 0 < D * sameSpinSum eo ev (oneFactor L) := by
      rw [sameSpinSum_oneFactor hD hgap]
      positivity
    exact (mul_pos_iff_of_pos_left hD).mp hpos
```

**Q:** A theorem with hypotheses on all gaps could be empty. Are there orbital energies that satisfy them?

**A:** Put the occupied levels at $-D/4$ and the virtual levels at $D/4$. Every gap is then $4\cdot D/4=D$. With $L$ the unit matrix, the determinant is 1 and the spurious sum is $4/D$. The proof checks the gaps, inserts the determinant into the general value, and divides by $D$.

```lean
/-- With occupied levels at `-D/4`, virtual levels at `D/4`, `D > 0`, and the unit matrix as
the retained factor, the spurious same-spin sum is `4 / D`. -/
theorem truncation_creates_sameSpin_witness {D : ℝ} (hD : 0 < D) :
    sameSpinSum (fun _ : Fin 2 => -D / 4) (fun _ : Fin 2 => D / 4)
      (oneFactor (1 : Matrix (Fin 2) (Fin 2) ℝ)) = 4 / D := by
  have h := sameSpinSum_oneFactor (eo := fun _ => -D / 4) (ev := fun _ => D / 4) hD
    (fun i j a b => by unfold gap; ring) 1
  rw [Matrix.det_one] at h
  rw [eq_div_iff hD.ne']
  linear_combination h
```

**Q:** So should I distrust factorized integrals?

**A:** Not on this evidence. For factorized MP2 codes, this two-by-two degenerate model shows that a positive semidefinite truncation error does not by itself prevent overestimated same-spin correlation. The size of the error still limits the damage. Suppose that $V$ is unchanged by exchange of the virtual labels, that all gaps are at least $\delta>0$, and that $W$ is any approximation. With $E=V-W$, the contributions of $V$ cancel:
$$(W_{iajb}-W_{ibja})^2=(E_{iajb}-E_{ibja})^2\le 2E_{iajb}^2+2E_{ibja}^2.$$
Divide by the gap, which is at least $\delta$, and sum. Relabelling $a\leftrightarrow b$ shows that the two error sums are equal, so
$$S[W]\le\frac4\delta\sum_{ijab}(V_{iajb}-W_{iajb})^2.$$

**Q:** Does that need positive semidefinite matrices, or only two orbitals of each kind?

**A:** Neither. It holds for all finite orbital spaces and all real matrices `V` and `W` with the stated symmetry of `V`. The symmetry makes $S[V]=0$, so all of $S[W]$ is spurious. Without any condition on $V$ the bound would fail: choose $W=V$ with a positive same-spin sum, and the right-hand side is zero.

**Q:** How tight is it in your numerical example?

**A:** Not tight at all. There $V-W$ has eigenvalue $7$ three times and $0$ once, so the summed squared error is $3\cdot49=147$. With $\delta=D=2$ the bound is $294$, while the spurious sum is $2$. What the bound does give is a quadratic dependence: at fixed $\delta$, reducing the root of the summed squared error by a factor of ten reduces the bound by a hundred.

**Q:** And the formal proof follows those lines?

**A:** It does. In `hterm`, `h1` replaces the gap by $\delta$, `h2` is the inequality for the squares, and `h3` divides it by $\delta$. For `h2`, the symmetry `hV` is substituted first, and `nlinarith` receives the square of the sum of the two errors, whose nonnegativity is what the inequality amounts to. The statement `hswap` is the relabelling, done by exchanging the sums over $a$ and $b$. Adding the two equal parts, each with prefactor $2/\delta$, gives $4/\delta$.

```lean
/-- If the exact integrals `V` are unchanged by exchange of the virtual labels and all gaps are
at least `δ > 0`, the same-spin sum of any approximation `W` is at most `4 / δ` times the
summed squared error of the integrals. -/
theorem spurious_le_error (eo : o → ℝ) (ev : v → ℝ) {δ : ℝ} (hδ : 0 < δ)
    (hgap : ∀ i j a b, δ ≤ gap eo ev i j a b) (V W : Matrix (o × v) (o × v) ℝ)
    (hV : ∀ i j a b, V (i, a) (j, b) = V (i, b) (j, a)) :
    sameSpinSum eo ev W ≤
      4 / δ * ∑ i, ∑ j, ∑ a, ∑ b, (V (i, a) (j, b) - W (i, a) (j, b)) ^ 2 := by
  have hterm : ∀ i j a b,
      (W (i, a) (j, b) - W (i, b) (j, a)) ^ 2 / gap eo ev i j a b ≤
        2 / δ * (V (i, a) (j, b) - W (i, a) (j, b)) ^ 2 +
        2 / δ * (V (i, b) (j, a) - W (i, b) (j, a)) ^ 2 := by
    intro i j a b
    have h1 := div_le_div_of_nonneg_left
      (sq_nonneg (W (i, a) (j, b) - W (i, b) (j, a))) hδ (hgap i j a b)
    -- the exact integrals drop out of the antisymmetrized error
    have h2 : (W (i, a) (j, b) - W (i, b) (j, a)) ^ 2 ≤
        2 * (V (i, a) (j, b) - W (i, a) (j, b)) ^ 2 +
        2 * (V (i, b) (j, a) - W (i, b) (j, a)) ^ 2 := by
      rw [hV i j a b]
      nlinarith [sq_nonneg ((V (i, b) (j, a) - W (i, a) (j, b)) +
        (V (i, b) (j, a) - W (i, b) (j, a)))]
    have h3 := div_le_div_of_nonneg_right h2 hδ.le
    refine h1.trans (h3.trans (le_of_eq ?_))
    ring
  -- relabelling the virtual orbitals makes the two error sums equal
  have hswap : ∑ i, ∑ j, ∑ a, ∑ b, (V (i, b) (j, a) - W (i, b) (j, a)) ^ 2 =
      ∑ i, ∑ j, ∑ a, ∑ b, (V (i, a) (j, b) - W (i, a) (j, b)) ^ 2 :=
    Finset.sum_congr rfl fun i _ => Finset.sum_congr rfl fun j _ => Finset.sum_comm
  unfold sameSpinSum
  refine (Finset.sum_le_sum fun i _ => Finset.sum_le_sum fun j _ =>
    Finset.sum_le_sum fun a _ => Finset.sum_le_sum fun b _ => hterm i j a b).trans
    (le_of_eq ?_)
  simp only [Finset.sum_add_distrib, ← Finset.mul_sum]
  rw [hswap]
  ring

end

end SpuriousSameSpinMP2
```

```lean
#print axioms SpuriousSameSpinMP2.sameSpinSum_oneFactor
#print axioms SpuriousSameSpinMP2.truncation_creates_sameSpin
#print axioms SpuriousSameSpinMP2.spurious_le_error
```

```
'SpuriousSameSpinMP2.sameSpinSum_oneFactor' depends on axioms: [propext, Classical.choice, Quot.sound]
'SpuriousSameSpinMP2.truncation_creates_sameSpin' depends on axioms: [propext, Classical.choice, Quot.sound]
'SpuriousSameSpinMP2.spurious_le_error' depends on axioms: [propext, Classical.choice, Quot.sound]
```
